# With $g_2\neq g_3$, the four-band Luttinger Hamiltonian decouples heavy and light holes exactly along the cube axes and body diagonals

Let $\mathbf k=(x,y,z)$ be a real wave vector with components along the cube axes, and let $J_x,J_y,J_z$ be the spin-3/2 matrices in the basis $m=\tfrac32,\tfrac12,-\tfrac12,-\tfrac32$ of $J_z$. They are dimensionless, and $\{A,B\}=AB+BA$ carries no factor $\tfrac12$. With real parameters $g_1,g_2,g_3$, the Luttinger Hamiltonian is

$$H(\mathbf k)=\left(g_1+\tfrac52 g_2\right)k^2-2g_2\,C-2g_3\left(xy\{J_x,J_y\}+yz\{J_y,J_z\}+zx\{J_z,J_x\}\right),$$

$$C=x^2J_x^2+y^2J_y^2+z^2J_z^2,\qquad k^2=x^2+y^2+z^2.$$

Energies are hole energies, counted upwards, in units of $\hbar^2/2m_0$ with $m_0$ the free-electron mass. Write $K=(\mathbf k\cdot\mathbf J)^2$. For $\mathbf k\neq0$ its eigenvalues are $\tfrac94k^2$ on the heavy-hole states (spin projection $\pm\tfrac32$ along $\mathbf k$) and $\tfrac14k^2$ on the light-hole states (projection $\pm\tfrac12$). Heavy and light holes are therefore unmixed precisely when $H$ commutes with $K$.

## The criterion on the wave vector

For $g_2\neq g_3$, the following are equivalent:

- $H(\mathbf k)$ commutes with $\mathbf k\cdot\mathbf J$;
- $H(\mathbf k)$ commutes with $(\mathbf k\cdot\mathbf J)^2$;
- two components of $\mathbf k$ vanish, or $x^2=y^2=z^2$.

The vector need not be normalised, and $\mathbf k=0$ satisfies all three conditions. A nonzero $\mathbf k$ satisfies them when it points along a $\langle100\rangle$ or $\langle111\rangle$ direction.

## Where a band-structure code meets the condition

Suppose a code keeps only the heavy-hole and light-hole blocks of $H$, defined by the two eigenspaces of $K$, and drops the block between them. In this bulk model without strain or a split-off band, and with $g_2\neq g_3$, that step is exact only along the directions above.

The same matrix appears in a quantum well grown along a unit vector $\mathbf n$. At zero in-plane wave vector, with constant parameters and a scalar confining potential, the kinetic term is $-H(\mathbf n)\,d^2/d\zeta^2$, where $\zeta$ is the growth coordinate. Diagonalising the constant matrix $H(\mathbf n)$ separates the subband problem for every $\mathbf n$. For [001] and [111] growth the subband states can be chosen with a definite spin projection, $\pm\tfrac32$ or $\pm\tfrac12$, along $\mathbf n$. For [110] growth with $g_2\neq g_3$ they cannot: the separated states mix heavy and light character.

The criterion also gives a consistency check. Build $H$ and $\mathbf k\cdot\mathbf J$ with the code's own routines and evaluate $\|[H,K]\|/k^4$ along [001] and [111]. It should vanish to rounding error. For $g_3\neq0$, the diagonal exposes a sign mismatch between the off-diagonal element $S$ below and the matrices $J_i$; the axes cannot, because $S=0$ there. The check is blind to an exchange of $g_2$ and $g_3$. The energies reveal that: they are $(g_1\mp2g_2)k^2$ on an axis and $(g_1\mp2g_3)k^2$ on a diagonal, with the upper sign for the heavy holes, defined as above by their spin projection.

## From matrix elements to directions

**The four-band form.** Inserting the spin matrices gives

$$H=\begin{pmatrix}P+Q&-S&R&0\\-S^*&P-Q&0&R\\R^*&0&P-Q&S\\0&R^*&S^*&P+Q\end{pmatrix},$$

with $P=g_1k^2$, $Q=g_2D$, $D=x^2+y^2-2z^2$, and

$$R=\sqrt3\left[-g_2(x^2-y^2)+2ig_3xy\right],\qquad S=2\sqrt3\,g_3(x-iy)z.$$

**The square of the spin component.** Expanding the square gives

$$K=C+xy\{J_x,J_y\}+yz\{J_y,J_z\}+zx\{J_z,J_x\}.$$

This is $H$ with the parameters $(\tfrac54,-\tfrac12,-\tfrac12)$, since the scalar coefficient $\tfrac54-\tfrac54$ vanishes. Its matrix elements are therefore

$$Q'=-\tfrac12D,\qquad R'=\sqrt3\left[\tfrac12(x^2-y^2)-ixy\right],\qquad S'=-\sqrt3(x-iy)z.$$

**Two entries of the commutator.** Number rows and columns from 0. Multiplying the matrices gives

$$[H,K]_{02}=2(QR'-Q'R)=-2i\sqrt3\,(g_2-g_3)\,D\,xy,$$

$$[H,K]_{03}=2(RS'-SR')=6(g_2-g_3)(x-iy)\,z\,(x^2-y^2).$$

If $H$ and $K$ commute and $g_2\neq g_3$, then

$$Dxy=0,\qquad zx(x^2-y^2)=0,\qquad zy(x^2-y^2)=0.$$

If $x=y=0$, two components vanish already. If exactly one of $x,y$ is zero, the last two equations reduce to $z$ times the cube of the other being zero, so $z=0$. If both are nonzero, then $D=0$, that is $x^2+y^2=2z^2$, so $z\neq0$. The second equation gives $x^2=y^2$, and $D=0$ then gives $z^2=x^2$.

**The converse.** Collecting the $g_3$ terms into $K$ gives

$$H=\left(g_1+\tfrac52g_2\right)k^2-2g_3K-2(g_2-g_3)C.$$

The first two terms commute with $\mathbf k\cdot\mathbf J$, so only $C$ matters. On a cube axis $C=k_i^2J_i^2$, which commutes with $k_iJ_i$. On a body diagonal $C=x^2(J_x^2+J_y^2+J_z^2)=\tfrac{15}4x^2$, a scalar. Thus $H$ commutes with $\mathbf k\cdot\mathbf J$, and hence with its square. This closes the equivalences.

## The [110] direction in numbers

Take $(g_1,g_2,g_3)=(7,2,3)$ and $\mathbf k=(1,1,0)/\sqrt2$. Then $D=1$, $xy=\tfrac12$ and $S=S'=0$, and

$$Q=2,\quad R=3\sqrt3\,i,\quad Q'=-\tfrac12,\quad R'=-\tfrac{\sqrt3}2i.$$

The commutator entry is $[H,K]_{02}=2(-\sqrt3\,i+\tfrac{3\sqrt3}2i)=\sqrt3\,i$, which is not zero. The exact energies are $7\pm\sqrt{Q^2+|R|^2}=7\pm\sqrt{31}$, or about $1.432$ and $12.568$.

Dropping the heavy-light block leaves $7\pm5.5$, that is $1.5$ and $12.5$. The omitted coupling has magnitude $\sqrt{31-5.5^2}=\sqrt3/2$, and the heavy-hole energy comes out nearly 5% too high.

## The Lean file

```lean
import Mathlib

open Matrix Complex

set_option maxHeartbeats 400000

namespace LuttingerValenceBands

noncomputable section

local notation "s₃" => ((Real.sqrt 3 : ℝ) : ℂ)

/-- The spin-3/2 matrix of the x component, in the basis of decreasing z projection. -/
def Jx : Matrix (Fin 4) (Fin 4) ℂ :=
  !![0, s₃ / 2, 0, 0; s₃ / 2, 0, 1, 0; 0, 1, 0, s₃ / 2; 0, 0, s₃ / 2, 0]

/-- The spin-3/2 matrix of the y component. -/
def Jy : Matrix (Fin 4) (Fin 4) ℂ :=
  !![0, -I * s₃ / 2, 0, 0; I * s₃ / 2, 0, -I, 0; 0, I, 0, -I * s₃ / 2; 0, 0, I * s₃ / 2, 0]

/-- The spin-3/2 matrix of the z component. -/
def Jz : Matrix (Fin 4) (Fin 4) ℂ :=
  !![3 / 2, 0, 0, 0; 0, 1 / 2, 0, 0; 0, 0, -1 / 2, 0; 0, 0, 0, -3 / 2]

/-- The anticommutator of two matrices. -/
def anti (A B : Matrix (Fin 4) (Fin 4) ℂ) : Matrix (Fin 4) (Fin 4) ℂ := A * B + B * A

/-- The spin component `k·J` along the wave vector `k = (x, y, z)`. -/
def spinAlong (x y z : ℝ) : Matrix (Fin 4) (Fin 4) ℂ :=
  (x : ℂ) • Jx + (y : ℂ) • Jy + (z : ℂ) • Jz

/-- The cubic term: the sum of `kᵢ² Jᵢ²` over the three cube axes. -/
def cubicPart (x y z : ℝ) : Matrix (Fin 4) (Fin 4) ℂ :=
  ((x ^ 2 : ℝ) : ℂ) • (Jx * Jx) + ((y ^ 2 : ℝ) : ℂ) • (Jy * Jy) + ((z ^ 2 : ℝ) : ℂ) • (Jz * Jz)

/-- The Luttinger Hamiltonian at wave vector `(x, y, z)` with parameters `g₁, g₂, g₃`. -/
def luttinger (g₁ g₂ g₃ x y z : ℝ) : Matrix (Fin 4) (Fin 4) ℂ :=
  (((g₁ + 5 / 2 * g₂) * (x ^ 2 + y ^ 2 + z ^ 2) : ℝ) : ℂ) • 1
    - ((2 * g₂ : ℝ) : ℂ) • cubicPart x y z
    - ((2 * g₃ : ℝ) : ℂ) • (((x * y : ℝ) : ℂ) • anti Jx Jy + ((y * z : ℝ) : ℂ) • anti Jy Jz
        + ((z * x : ℝ) : ℂ) • anti Jz Jx)

/-- The four-band matrix with diagonal entries `P ± Q` and couplings `R` and `S`. -/
def bandMatrix (P Q : ℝ) (R S : ℂ) : Matrix (Fin 4) (Fin 4) ℂ :=
  !![(P : ℂ) + Q, -S, R, 0; -(starRingEnd ℂ S), (P : ℂ) - Q, 0, R;
     starRingEnd ℂ R, 0, (P : ℂ) - Q, S; 0, starRingEnd ℂ R, starRingEnd ℂ S, (P : ℂ) + Q]

/-- Two components of `(x, y, z)` vanish, or all three have equal squares. -/
def IsHighSymmetry (x y z : ℝ) : Prop :=
  ((y = 0 ∧ z = 0) ∨ (x = 0 ∧ z = 0) ∨ (x = 0 ∧ y = 0)) ∨ (x ^ 2 = y ^ 2 ∧ y ^ 2 = z ^ 2)

lemma sqrt_three_sq : s₃ ^ 2 = 3 := by
  rw [← Complex.ofReal_pow, Real.sq_sqrt (by norm_num)]
  norm_num

/-- The squares of the three spin-3/2 matrices. -/
lemma spin_squares :
    Jx * Jx = !![3 / 4, 0, s₃ / 2, 0; 0, 7 / 4, 0, s₃ / 2; s₃ / 2, 0, 7 / 4, 0;
      0, s₃ / 2, 0, 3 / 4] ∧
    Jy * Jy = !![3 / 4, 0, -(s₃ / 2), 0; 0, 7 / 4, 0, -(s₃ / 2); -(s₃ / 2), 0, 7 / 4, 0;
      0, -(s₃ / 2), 0, 3 / 4] ∧
    Jz * Jz = !![9 / 4, 0, 0, 0; 0, 1 / 4, 0, 0; 0, 0, 1 / 4, 0; 0, 0, 0, 9 / 4] := by
  have hs := sqrt_three_sq
  have hI := Complex.I_sq
  refine ⟨?_, ?_, ?_⟩ <;> ext i j <;> fin_cases i <;> fin_cases j <;>
    simp [Jx, Jy, Jz, Matrix.mul_apply, Fin.sum_univ_four] <;> grind

/-- The anticommutators of the three spin-3/2 matrices. -/
lemma spin_anticommutators :
    anti Jx Jy = !![0, 0, -(I * s₃), 0; 0, 0, 0, -(I * s₃); I * s₃, 0, 0, 0; 0, I * s₃, 0, 0] ∧
    anti Jy Jz = !![0, -(I * s₃), 0, 0; I * s₃, 0, 0, 0; 0, 0, 0, I * s₃; 0, 0, -(I * s₃), 0] ∧
    anti Jz Jx = !![0, s₃, 0, 0; s₃, 0, 0, 0; 0, 0, 0, -s₃; 0, 0, -s₃, 0] := by
  refine ⟨?_, ?_, ?_⟩ <;> ext i j <;> fin_cases i <;> fin_cases j <;>
    simp [anti, Jx, Jy, Jz] <;> grind

/-- The Luttinger Hamiltonian written out as a four-band matrix. -/
theorem luttinger_eq_bandMatrix (g₁ g₂ g₃ x y z : ℝ) :
    luttinger g₁ g₂ g₃ x y z =
      bandMatrix (g₁ * (x ^ 2 + y ^ 2 + z ^ 2)) (g₂ * (x ^ 2 + y ^ 2 - 2 * z ^ 2))
        (s₃ * (-g₂ * (x ^ 2 - y ^ 2) + 2 * g₃ * x * y * I))
        (2 * s₃ * g₃ * (x - y * I) * z) := by
  obtain ⟨h1, h2, h3⟩ := spin_squares
  obtain ⟨h4, h5, h6⟩ := spin_anticommutators
  rw [luttinger, cubicPart, h1, h2, h3, h4, h5, h6]
  ext i j
  have hconj : starRingEnd ℂ 2 = 2 := by apply Complex.ext <;> simp
  fin_cases i <;> fin_cases j <;> simp [bandMatrix, hconj] <;> ring

/-- The Luttinger Hamiltonian is the sum of a scalar matrix, a multiple of `(k·J)²`, and `g₂ - g₃`
times a multiple of the cubic term. -/
theorem luttinger_eq_spherical_cubic (g₁ g₂ g₃ x y z : ℝ) :
    luttinger g₁ g₂ g₃ x y z =
      (((g₁ + 5 / 2 * g₂) * (x ^ 2 + y ^ 2 + z ^ 2) : ℝ) : ℂ) • 1
        - ((2 * g₃ : ℝ) : ℂ) • spinAlong x y z ^ 2
        - ((2 * (g₂ - g₃) : ℝ) : ℂ) • cubicPart x y z := by
  rw [sq (spinAlong x y z)]
  simp only [spinAlong, luttinger, cubicPart, anti, mul_add, add_mul, smul_mul_smul_comm]
  push_cast
  module

/-- If two components of `k` vanish or all three have equal squares, the Luttinger Hamiltonian
commutes with `k·J`. -/
theorem commute_of_isHighSymmetry (g₁ g₂ g₃ : ℝ) {x y z : ℝ} (h : IsHighSymmetry x y z) :
    Commute (luttinger g₁ g₂ g₃ x y z) (spinAlong x y z) := by
  have hJ : ∀ (a b : ℂ) (A : Matrix (Fin 4) (Fin 4) ℂ), Commute (a • (A * A)) (b • A) :=
    fun a b A => (((Commute.refl A).mul_left (Commute.refl A)).smul_left a).smul_right b
  have hD : Commute (cubicPart x y z) (spinAlong x y z) := by
    rcases h with (⟨h1, h2⟩ | ⟨h1, h2⟩ | ⟨h1, h2⟩) | ⟨h1, h2⟩
    · convert hJ ((x ^ 2 : ℝ) : ℂ) x Jx using 1 <;> simp [cubicPart, spinAlong, h1, h2]
    · convert hJ ((y ^ 2 : ℝ) : ℂ) y Jy using 1 <;> simp [cubicPart, spinAlong, h1, h2]
    · convert hJ ((z ^ 2 : ℝ) : ℂ) z Jz using 1 <;> simp [cubicPart, spinAlong, h1, h2]
    · -- on a cube diagonal the cubic term is a multiple of the total spin squared
      have hc : Jx * Jx + Jy * Jy + Jz * Jz = (15 / 4 : ℂ) • 1 := by
        rw [spin_squares.1, spin_squares.2.1, spin_squares.2.2]
        ext i j
        fin_cases i <;> fin_cases j <;> norm_num [Matrix.one_apply]
      rw [cubicPart, ← h2, ← h1, ← smul_add, ← smul_add, hc]
      exact ((Commute.one_left _).smul_left _).smul_left _
  rw [luttinger_eq_spherical_cubic]
  exact (((Commute.one_left _).smul_left _).sub_left
    (((Commute.refl _).pow_left 2).smul_left _)).sub_left (hD.smul_left _)

/-- For `g₂ ≠ g₃`, the Luttinger Hamiltonian commutes with `(k·J)²` exactly when two
components of `k` vanish or all three have equal squares. -/
theorem commute_spinAlong_sq_iff {g₁ g₂ g₃ x y z : ℝ} (hg : g₂ ≠ g₃) :
    Commute (luttinger g₁ g₂ g₃ x y z) (spinAlong x y z ^ 2) ↔ IsHighSymmetry x y z := by
  refine ⟨fun h => ?_, fun h => (commute_of_isHighSymmetry g₁ g₂ g₃ h).pow_right 2⟩
  -- the square of k·J is itself a Luttinger Hamiltonian
  have hK : spinAlong x y z ^ 2 = luttinger (5 / 4) (-1 / 2) (-1 / 2) x y z := by
    rw [luttinger_eq_spherical_cubic]
    push_cast
    module
  rw [hK, luttinger_eq_bandMatrix, luttinger_eq_bandMatrix] at h
  have h2 := congrFun (congrFun h.eq 0) 2
  have h3 := congrFun (congrFun h.eq 0) 3
  simp only [bandMatrix, Matrix.mul_apply, Fin.sum_univ_four, Matrix.of_apply, Matrix.cons_val]
    at h2 h3
  push_cast at h2 h3
  have hs : s₃ ≠ 0 := by
    intro h0
    have := sqrt_three_sq
    rw [h0] at this
    norm_num at this
  have hc : s₃ * ((g₂ : ℂ) - g₃) ≠ 0 :=
    mul_ne_zero hs (sub_ne_zero.mpr (fun e => hg (Complex.ofReal_injective e)))
  have key : ∀ (c : ℂ) (a b : ℝ), c ≠ 0 → c * (a + b * I) = 0 → a = 0 ∧ b = 0 := by
    intro c a b hc0 h0
    have h1 := (mul_eq_zero.mp h0).resolve_left hc0
    exact ⟨by simpa using congrArg Complex.re h1, by simpa using congrArg Complex.im h1⟩
  -- real conditions on the wave vector
  obtain ⟨-, q⟩ := key _ 0 ((x ^ 2 + y ^ 2 - 2 * z ^ 2) * x * y) hc
    (by push_cast; linear_combination (-1 / 2) * h2)
  obtain ⟨u, v⟩ := key _ (z * x * (x ^ 2 - y ^ 2)) (-(z * y * (x ^ 2 - y ^ 2)))
    (mul_ne_zero hs hc) (by push_cast; linear_combination (1 / 2) * h3)
  by_cases hx : x = 0
  · by_cases hy : y = 0
    · exact Or.inl (Or.inr (Or.inr ⟨hx, hy⟩))
    · rw [hx] at v
      have hz : z * y ^ 3 = 0 := by linear_combination v
      exact Or.inl (Or.inr (Or.inl ⟨hx, (mul_eq_zero.mp hz).resolve_right (pow_ne_zero 3 hy)⟩))
  · by_cases hy : y = 0
    · rw [hy] at u
      have hz : z * x ^ 3 = 0 := by linear_combination u
      exact Or.inl (Or.inl ⟨hy, (mul_eq_zero.mp hz).resolve_right (pow_ne_zero 3 hx)⟩)
    · have hq := (mul_eq_zero.mp ((mul_eq_zero.mp q).resolve_right hy)).resolve_right hx
      have hx2 : 0 < x ^ 2 := by positivity
      have hz : z ≠ 0 := by
        intro h0
        rw [h0] at hq
        nlinarith [sq_nonneg y]
      have hu := (mul_eq_zero.mp u).resolve_left (mul_ne_zero hz hx)
      exact Or.inr ⟨by linarith, by linarith⟩

/-- For `g₂ ≠ g₃`, the Luttinger Hamiltonian commutes with `k·J` exactly when two components
of `k` vanish or all three have equal squares. -/
theorem commute_spinAlong_iff {g₁ g₂ g₃ x y z : ℝ} (hg : g₂ ≠ g₃) :
    Commute (luttinger g₁ g₂ g₃ x y z) (spinAlong x y z) ↔ IsHighSymmetry x y z :=
  ⟨fun h => (commute_spinAlong_sq_iff hg).mp (h.pow_right 2),
    commute_of_isHighSymmetry g₁ g₂ g₃⟩

end

end LuttingerValenceBands
```

```lean
#print axioms LuttingerValenceBands.luttinger_eq_bandMatrix
#print axioms LuttingerValenceBands.commute_spinAlong_iff
```

```
'LuttingerValenceBands.luttinger_eq_bandMatrix' depends on axioms: [propext, Classical.choice, Quot.sound]
'LuttingerValenceBands.commute_spinAlong_iff' depends on axioms: [propext, Classical.choice, Quot.sound]
```

## How the Lean statements and proofs correspond to the physics

The real numbers `x y z` are the components of $\mathbf k$. `spinAlong x y z` is $\mathbf k\cdot\mathbf J$, `cubicPart` is $C$, and `luttinger` is $H(\mathbf k)$, all as complex $4\times4$ matrices. `Commute A B` means $AB=BA$, and `IsHighSymmetry` is the condition on the components.

`commute_spinAlong_iff` says that, for real parameters with `g₂ ≠ g₃`, $H$ commutes with $\mathbf k\cdot\mathbf J$ if and only if that condition holds. `commute_spinAlong_sq_iff` says the same for the square. The hypothesis `g₂ ≠ g₃` stands for cubic anisotropy of the Hamiltonian. When $g_2$ and $g_3$ are both positive, it also means that the valence bands are warped; for $g_3=-g_2$ the energies are isotropic although the hypothesis can hold.

The proof follows the derivation closely:

- `spin_squares` and `spin_anticommutators` compute the matrix products entry by entry; the first of them uses `sqrt_three_sq`. `luttinger_eq_bandMatrix` assembles them into the $P,Q,R,S$ form.
- `luttinger_eq_spherical_cubic` is the decomposition into a scalar, $K$ and $C$. `commute_of_isHighSymmetry` uses it to treat the three axes and the diagonals, and holds for equal $g_2,g_3$ as well.
- In `commute_spinAlong_sq_iff`, `hK` identifies $K$ as a Luttinger Hamiltonian. `h2` and `h3` are the $(0,2)$ and $(0,3)$ entries of the commutation equation. The `linear_combination` steps factor them, `key` separates real and imaginary parts, and the `by_cases` steps carry out the case analysis on $x$ and $y$.
- `commute_spinAlong_iff` follows because a matrix that commutes with $\mathbf k\cdot\mathbf J$ also commutes with its square.

## Range of validity

The theorems concern exact commutation in the bulk four-band model at real $\mathbf k$. Split-off bands, strain, magnetic fields and terms linear in $\mathbf k$ are absent from `luttinger`, and adding them can change the set of decoupled directions. The values of $g_1,g_2,g_3$ are inputs, not derived from a crystal potential.

The energies, the quantum-well reading and the [110] example are worked out in the text alone. The criterion sets no numerical tolerance either: close to a special direction the heavy-light block of $H/k^2$ is small but nonzero when $g_2\neq g_3$, and whether it can be neglected depends on the heavy-light splitting and the accuracy required.
